# The Ornstein-Zernike equation on a periodic mesh has a unique solution for given $c$ when $\rho\hat c(k)\neq 1$ for every $k$

## Density counted per mesh point

The Ornstein-Zernike equation contains a convolution integral over all space, and a finite model must say what replaces it. Here it becomes a cyclic sum over $N$ mesh points, without a volume element. The density $\rho$ is therefore a pure number, the mean number of particles per mesh cell. If the mesh has spacing $a$ and the fluid has number density $\rho_{\text{phys}}$ per unit length, then $\rho=\rho_{\text{phys}}\,a$. The factor $a$ that an integral would carry has moved into $\rho$, and the product $\rho\hat c(k)$, on which everything below depends, is the same in both conventions.

For a uniform one-component fluid, the total correlation function $h$ measures how far the pair distribution departs from that of uncorrelated particles. The Ornstein-Zernike equation splits it into a direct part $c$ and a part transmitted through other particles:

$$h(x)=c(x)+\rho\sum_{y}c(y)\,h(x-y).$$

The positions $x,y$ are integers modulo $N$, so the mesh closes on itself as in a simulation cell with periodic boundaries.

In liquid-state theory this equation is combined with a closure, a second relation between $h$, $c$ and the pair potential. In these notes $c$ is given and there is no closure. The equation is then linear in $h$, and uniqueness of $h$ for a given $c$ says nothing about how many solutions the closed, nonlinear problem has.

## What is claimed about $h$, $c$ and the structure factor

Write the discrete Fourier sum as

$$\hat f(k)=\sum_x e^{-2\pi i xk/N}f(x),$$

with $k$ also an integer modulo $N$. If $\rho\hat c(k)\neq1$ for every $k$, there is exactly one $h$ that solves the equation, and its structure factor is

$$1+\rho\hat h(k)=\frac{1}{1-\rho\hat c(k)}.$$

The condition excludes a divergent response of the density to a weak external potential of wave number $k$. As $\rho\hat c(k)$ approaches 1, the structure factor at that wave number grows without bound; at $k=0$ this is the divergence of the compressibility.

Three further results accompany this one:

- The condition is also necessary: if $\rho\hat c(k)=1$ at a single wave number, no $h$ solves the equation.
- If $1+\rho\hat h(k)$ vanishes nowhere, a given $h$ determines a unique $c$.
- Iterating the equation directly multiplies the error of mode $k$ by $\rho\hat c(k)$ at each step.

For simulation practice, these results describe the linear Fourier step of an integral-equation solver, for one component on a one-dimensional periodic mesh with $c$ held fixed.

## How the Lean statement expresses this

The type `ZMod N` serves both for mesh points and for wave numbers, and `[NeZero N]` excludes only $N=0$. A mesh of one point is allowed; there the equation is the scalar relation $h=c+\rho ch$.

Correlation functions have type `ZMod N → ℂ`. Neither reality nor the symmetry $c(-x)=c(x)$ is required, so the theorems cover the physical case and more. The density is `ρ : ℝ`, converted to a complex number where it multiplies one, and its sign is unrestricted.

The definition `conv` is the cyclic sum above, and `ft` is the Fourier sum with no prefactor; its phase is `ZMod.stdAddChar (-(x * k))`, which is $e^{-2\pi i xk/N}$. The function `ozStep c ρ` takes a trial $h$ to the right-hand side of the equation, and `IsOZ c ρ h` says that $h$ is reproduced by this update. The same definition thus serves the equation and its iteration.

The theorem `ornstein_zernike` has one hypothesis, `hc`, which is $\rho\hat c(k)\neq1$ for all $k$. Its conclusion has two parts: `∃! h, IsOZ c ρ h` gives existence and uniqueness, and the second part gives the structure-factor formula for every solution, hence for the only one.

The model does not include the continuum limit, three-dimensional meshes or mixtures. Nor does it require $1+\rho\hat h(k)$ to be real and non-negative, as the structure factor of an actual fluid must be.

## The same problem with real correlation functions

The correlation functions could have been given the type `ZMod N → ℝ`, which is closer to the physics. The Fourier sum would then no longer reach every complex function of $k$, but only those with $F(-k)=\overline{F(k)}$. The existence proof would need an additional step, namely that $\hat c(k)/(1-\rho\hat c(k))$ has this symmetry. It does, because $\hat c$ has it and $\rho$ is real. The solution would be the same function, now known to be real; this short argument is made here by hand and is absent from the file.

## From the convolution to one equation per mode

**The Fourier sum can be inverted.** For integers $x,x'$ modulo $N$, the geometric sum gives

$$\sum_k e^{2\pi i k(x-x')/N}=\begin{cases}N,&x=x'\\0,&x\neq x'.\end{cases}$$

Hence $f(x)=\frac1N\sum_k e^{2\pi i kx/N}\hat f(k)$, so $\hat f$ determines $f$. Conversely, for any $F(k)$ the function $\frac1N\sum_k e^{2\pi i kx/N}F(k)$ has Fourier sum $F$, by the same orthogonality with positions and wave numbers exchanged.

**A convolution becomes a product.** Insert the definition and set $z=x-y$ at fixed $y$. As $x$ runs once through the mesh, so does $z$:

$$\begin{aligned}
\widehat{f*g}(k)&=\sum_y\sum_x e^{-2\pi i xk/N}f(y)\,g(x-y)\\
&=\sum_y e^{-2\pi i yk/N}f(y)\sum_z e^{-2\pi i zk/N}g(z)\\
&=\hat f(k)\,\hat g(k).
\end{aligned}$$

**The equation decouples.** Transforming both sides of $h=c+\rho\,(c*h)$ gives $\hat h(k)=\hat c(k)+\rho\hat c(k)\hat h(k)$, or

$$\bigl(1-\rho\hat c(k)\bigr)\hat h(k)=\hat c(k)\qquad\text{for every }k.$$

Since the Fourier sum is invertible, these $N$ scalar equations are equivalent to the original one.

## Solving for $h$, and what happens at $\rho\hat c(k)=1$

For any solution, expand the product and use the mode equation:

$$\begin{aligned}
(1+\rho\hat h)(1-\rho\hat c)&=1-\rho\hat c+\rho(1-\rho\hat c)\hat h\\
&=1-\rho\hat c+\rho\hat c=1.
\end{aligned}$$

If $\rho\hat c(k)=1$ at some $k$, the left side is zero there, which is a contradiction. A singular linear system can in general have many solutions, but this one has none, because wherever the factor $1-\rho\hat c(k)$ vanishes, the right-hand side is $\hat c(k)=1/\rho$, which is not zero.

If $\rho\hat c(k)\neq1$ everywhere, define $\hat h(k)=\hat c(k)/(1-\rho\hat c(k))$ and transform back. This $h$ satisfies all the mode equations, so it is a solution. If $h'$ is another solution, then $(1-\rho\hat c)\hat h'=\hat c=(1-\rho\hat c)\hat h$. Cancelling the nonzero factor gives $\hat h'=\hat h$, hence $h'=h$. Dividing the product identity by $1-\rho\hat c(k)$ gives the structure factor.

## Recovering $c$ from $h$, and iterating

The mode equation can also be arranged as $\hat c(k)\bigl(1+\rho\hat h(k)\bigr)=\hat h(k)$. If the bracket never vanishes, division gives $\hat c$, and cancellation shows that it is unique.

For the iteration, let $h_{n+1}=c+\rho\,(c*h_n)$, starting from any $h_0$. In Fourier space $\hat h_{n+1}=\hat c+\rho\hat c\,\hat h_n$, while the exact solution satisfies $\hat h=\hat c+\rho\hat c\,\hat h$. Subtracting and repeating gives

$$\begin{aligned}
\hat h_{n+1}(k)-\hat h(k)&=\rho\hat c(k)\,\bigl(\hat h_n(k)-\hat h(k)\bigr),\\
\hat h_n(k)-\hat h(k)&=\bigl(\rho\hat c(k)\bigr)^n\bigl(\hat h_0(k)-\hat h(k)\bigr).
\end{aligned}$$

Solvability and convergence of the iteration are therefore different matters. With $\rho\hat c(k)=-3$ the structure factor has the harmless value $1/4$, yet any initial error in that mode triples in size at each step.

## The complete Lean file

```lean
import Mathlib

open Finset

namespace OrnsteinZernikeMesh

noncomputable section

variable {N : ℕ} [NeZero N]

/-- Cyclic convolution of two functions on the periodic mesh. -/
def conv (f g : ZMod N → ℂ) (x : ZMod N) : ℂ := ∑ y, f y * g (x - y)

/-- The discrete Fourier sum of `f` at wave number `k`, with phase `exp(-2πi x k / N)`. -/
def ft (f : ZMod N → ℂ) (k : ZMod N) : ℂ := ∑ x, ZMod.stdAddChar (-(x * k)) * f x

/-- The right-hand side `c + ρ (c * h)` of the Ornstein-Zernike equation, as an update rule
for the total correlation function `h`. -/
def ozStep (c : ZMod N → ℂ) (ρ : ℝ) (h : ZMod N → ℂ) : ZMod N → ℂ :=
  fun x => c x + (ρ : ℂ) * conv c h x

/-- The Ornstein-Zernike equation `h = c + ρ (c * h)` between the direct correlation
function `c` and the total correlation function `h` at density `ρ`. -/
def IsOZ (c : ZMod N → ℂ) (ρ : ℝ) (h : ZMod N → ℂ) : Prop := h = ozStep c ρ h

/-- Every function on the wave numbers is the Fourier sum of exactly one function on the mesh. -/
theorem ft_bijective : Function.Bijective (ft : (ZMod N → ℂ) → ZMod N → ℂ) := by
  have e : ∀ f : ZMod N → ℂ, ft f = ZMod.dft f := by
    intro f
    funext k
    simp only [ft, ZMod.dft_apply, smul_eq_mul]
  constructor
  · intro f g hfg
    rw [e, e] at hfg
    exact ZMod.dft.injective hfg
  · intro F
    exact ⟨ZMod.dft.symm F, by rw [e, LinearEquiv.apply_symm_apply]⟩

/-- Convolution theorem: the Fourier sum of a cyclic convolution is the product of the
Fourier sums. -/
theorem ft_conv (f g : ZMod N → ℂ) (k : ZMod N) :
    ft (conv f g) k = ft f k * ft g k := by
  unfold ft conv
  rw [Finset.sum_mul_sum]
  simp only [Finset.mul_sum]
  rw [Finset.sum_comm]
  refine Finset.sum_congr rfl fun y _ => ?_
  -- shift the summation variable by `y` and split the phase
  refine Fintype.sum_equiv (Equiv.subRight y) _ _ fun x => ?_
  have phase : (ZMod.stdAddChar (-(x * k)) : ℂ)
      = ZMod.stdAddChar (-(y * k)) * ZMod.stdAddChar (-((x - y) * k)) := by
    rw [← AddChar.map_add_eq_mul]
    congr 1
    ring
  rw [phase, Equiv.subRight_apply]
  ring

/-- One Ornstein-Zernike update acts on each Fourier mode separately. -/
theorem ft_ozStep (c h : ZMod N → ℂ) (ρ : ℝ) (k : ZMod N) :
    ft (ozStep c ρ h) k = ft c k + (ρ : ℂ) * (ft c k * ft h k) := by
  rw [← ft_conv]
  simp only [ft, ozStep, mul_add, Finset.sum_add_distrib, Finset.mul_sum]
  congr 1
  refine Finset.sum_congr rfl fun x _ => ?_
  ring

/-- The Ornstein-Zernike equation holds on the mesh exactly when
`(1 - ρ ĉ(k)) ĥ(k) = ĉ(k)` for every wave number `k`. -/
theorem isOZ_iff_fourier (c h : ZMod N → ℂ) (ρ : ℝ) :
    IsOZ c ρ h ↔ ∀ k, (1 - (ρ : ℂ) * ft c k) * ft h k = ft c k := by
  constructor
  · intro H k
    have e : ft h k = ft c k + (ρ : ℂ) * (ft c k * ft h k) :=
      (congrArg (fun f => ft f k) H).trans (ft_ozStep c h ρ k)
    linear_combination e
  · intro H
    show h = ozStep c ρ h
    apply ft_bijective.injective
    funext k
    rw [ft_ozStep]
    linear_combination H k

/-- For every solution of the Ornstein-Zernike equation, the product of `1 + ρ ĥ(k)` and
`1 - ρ ĉ(k)` is one. -/
theorem structure_factor_mul {c h : ZMod N → ℂ} {ρ : ℝ} (H : IsOZ c ρ h) (k : ZMod N) :
    (1 + (ρ : ℂ) * ft h k) * (1 - (ρ : ℂ) * ft c k) = 1 := by
  linear_combination (ρ : ℂ) * (isOZ_iff_fourier c h ρ).1 H k

/-- If `ρ ĉ(k) ≠ 1` for all `k`, the Ornstein-Zernike equation has a unique solution `h`,
and its structure factor is `1 + ρ ĥ(k) = 1 / (1 - ρ ĉ(k))`. -/
theorem ornstein_zernike (c : ZMod N → ℂ) (ρ : ℝ) (hc : ∀ k, (ρ : ℂ) * ft c k ≠ 1) :
    (∃! h, IsOZ c ρ h) ∧
      ∀ h, IsOZ c ρ h → ∀ k, 1 + (ρ : ℂ) * ft h k = 1 / (1 - (ρ : ℂ) * ft c k) := by
  have d : ∀ k, 1 - (ρ : ℂ) * ft c k ≠ 0 := fun k => sub_ne_zero.2 (hc k).symm
  refine ⟨?_, fun h H k => eq_div_of_mul_eq (d k) (structure_factor_mul H k)⟩
  -- solve mode by mode, then transform back
  obtain ⟨h, hh⟩ := ft_bijective.surjective (fun k => ft c k / (1 - (ρ : ℂ) * ft c k))
  have H : IsOZ c ρ h := by
    rw [isOZ_iff_fourier]
    intro k
    have e : ft h k = ft c k / (1 - (ρ : ℂ) * ft c k) := congrFun hh k
    have dk := d k
    rw [e, mul_comm]
    exact div_mul_cancel₀ _ dk
  refine ⟨h, H, fun h' H' => ft_bijective.injective (funext fun k => ?_)⟩
  exact mul_left_cancel₀ (d k)
    (((isOZ_iff_fourier c h' ρ).1 H' k).trans ((isOZ_iff_fourier c h ρ).1 H k).symm)

/-- The Ornstein-Zernike equation has a solution exactly when `ρ ĉ(k)` differs from one at
every wave number. -/
theorem solvable_iff (c : ZMod N → ℂ) (ρ : ℝ) :
    (∃ h, IsOZ c ρ h) ↔ ∀ k, (ρ : ℂ) * ft c k ≠ 1 := by
  constructor
  · rintro ⟨h, H⟩ k hk
    have e := structure_factor_mul H k
    rw [hk, sub_self, mul_zero] at e
    exact zero_ne_one e
  · intro hc
    exact (ornstein_zernike c ρ hc).1.exists

/-- Inverse problem: if `1 + ρ ĥ(k)` vanishes at no wave number, the total correlation
function `h` determines a unique direct correlation function `c`. -/
theorem direct_correlation_unique (h : ZMod N → ℂ) (ρ : ℝ)
    (hS : ∀ k, 1 + (ρ : ℂ) * ft h k ≠ 0) : ∃! c, IsOZ c ρ h := by
  obtain ⟨c, hc⟩ := ft_bijective.surjective (fun k => ft h k / (1 + (ρ : ℂ) * ft h k))
  have e : ∀ k, ft c k * (1 + (ρ : ℂ) * ft h k) = ft h k := by
    intro k
    have ek : ft c k = ft h k / (1 + (ρ : ℂ) * ft h k) := congrFun hc k
    rw [ek]
    exact div_mul_cancel₀ _ (hS k)
  refine ⟨c, (isOZ_iff_fourier c h ρ).2 fun k => by linear_combination -e k, ?_⟩
  intro c' H'
  refine ft_bijective.injective (funext fun k => mul_right_cancel₀ (hS k) ?_)
  linear_combination -(isOZ_iff_fourier c' h ρ).1 H' k - e k

/-- Direct iteration from any starting guess `h₀`: after `n` updates the error of the
Fourier mode `k` is the initial error times `(ρ ĉ(k)) ^ n`. -/
theorem iteration_error {c h : ZMod N → ℂ} {ρ : ℝ} (H : IsOZ c ρ h)
    (h₀ : ZMod N → ℂ) (n : ℕ) (k : ZMod N) :
    ft ((ozStep c ρ)^[n] h₀) k - ft h k
      = ((ρ : ℂ) * ft c k) ^ n * (ft h₀ k - ft h k) := by
  induction n with
  | zero => simp
  | succ n ih =>
    rw [Function.iterate_succ_apply', ft_ozStep, pow_succ]
    -- the exact solution is reproduced by the update, so only the error is multiplied
    linear_combination (ρ : ℂ) * ft c k * ih - (isOZ_iff_fourier c h ρ).1 H k

end

end OrnsteinZernikeMesh
```

```lean
#print axioms OrnsteinZernikeMesh.ornstein_zernike
#print axioms OrnsteinZernikeMesh.solvable_iff
#print axioms OrnsteinZernikeMesh.direct_correlation_unique
#print axioms OrnsteinZernikeMesh.iteration_error
```

```
'OrnsteinZernikeMesh.ornstein_zernike' depends on axioms: [propext, Classical.choice, Quot.sound]
'OrnsteinZernikeMesh.solvable_iff' depends on axioms: [propext, Classical.choice, Quot.sound]
'OrnsteinZernikeMesh.direct_correlation_unique' depends on axioms: [propext, Classical.choice, Quot.sound]
'OrnsteinZernikeMesh.iteration_error' depends on axioms: [propext, Classical.choice, Quot.sound]
```

## How the Fourier lemmas are proved

`ft_bijective` takes the inversion of the Fourier sum from Mathlib. The auxiliary statement `e` identifies `ft` with `ZMod.dft`, which Mathlib provides as an invertible linear map. Injectivity follows at once, and `ZMod.dft.symm` supplies a function with any prescribed Fourier sum.

`ft_conv` follows the calculation by hand. `Finset.sum_mul_sum` writes the product of two sums as a double sum, and `Finset.sum_comm` exchanges the order of summation in the transformed convolution. With $y$ fixed, `Fintype.sum_equiv (Equiv.subRight y)` performs the substitution $z=x-y$. The statement `phase` splits the exponential, using the fact that an additive character turns sums into products.

`ft_ozStep` combines this with linearity to obtain $\hat c+\rho\hat c\hat h$ for one update. In `isOZ_iff_fourier`, the forward direction evaluates the Fourier sum of both sides at $k$. The backward direction uses injectivity of `ft` to reduce an equality of functions on the mesh to equalities between modes. The tactic `linear_combination` does the rearrangement: it checks that the goal follows from the named equations, multiplied by the stated coefficients, by ring algebra.

## How the main theorems follow

`structure_factor_mul` is the product identity, obtained as $\rho$ times the mode equation. It needs no condition on $\hat c$, only a solution, and so it can be used to prove that the condition is necessary.

In `ornstein_zernike`, the statement `d` restates the hypothesis as $1-\rho\hat c(k)\neq0$. The structure-factor formula comes from the product identity through `eq_div_of_mul_eq`. For existence, `ft_bijective.surjective` provides an $h$ whose Fourier sum is the required quotient, and `isOZ_iff_fourier` turns the mode equations back into the equation on the mesh. For uniqueness, `mul_left_cancel₀` removes the common nonzero factor from the mode equations of two solutions.

`solvable_iff` joins the two directions. Given a solution and a wave number with $\rho\hat c(k)=1$, the product identity reduces to $0=1$; the converse is the existence part of `ornstein_zernike`.

`direct_correlation_unique` repeats the construction with the roles of $h$ and $c$ exchanged. Its statement `e` is the rearranged mode equation $\hat c(1+\rho\hat h)=\hat h$, and `mul_right_cancel₀` gives uniqueness.

`iteration_error` is proved by induction on the number of updates `n`. For `n = 0` both sides are the initial error. In the induction step, `Function.iterate_succ_apply'` exposes the last update and `ft_ozStep` transforms it. The final `linear_combination` multiplies the induction hypothesis by $\rho\hat c(k)$ and subtracts the mode equation of the exact solution, as in the calculation by hand.
